# If signed bond valences cancel round every ring, they cancel round any path closed by a bond

In a network whose bonds join only cations to anions, with at most one bond per pair, each bond's valence is counted plus from cation to anion and minus the other way. The theorem `closing_bond` assumes that these signed valences sum to zero round every ring, and concludes that for a bond from `x` to `y` and a path from `y` back to `x`, the bond's signed valence plus the path's sum is zero. The valences are arbitrary real numbers, and the network need not be finite. The proof asks whether the path already uses the closing bond: if it does not, bond and path form a ring and the assumption applies. If it does, the path is that one bond run backwards, and the two terms cancel.

The failing Lean file:

```lean
import Mathlib

open SimpleGraph

namespace BondValenceLoopRule

variable {C A : Type*} {B : C → A → Prop} {s : C → A → ℝ}

/-- The bond graph: its vertices are the cations and anions, and its edges join
the cation-anion pairs that are bonded according to `B`. -/
def bondGraph (B : C → A → Prop) : SimpleGraph (C ⊕ A) :=
  SimpleGraph.fromRel fun x y => ∃ i j, x = Sum.inl i ∧ y = Sum.inr j ∧ B i j

/-- The valence counted plus from cation to anion and minus from anion to cation. -/
def signedValence (s : C → A → ℝ) : C ⊕ A → C ⊕ A → ℝ
  | .inl i, .inr j => s i j
  | .inr j, .inl i => -s i j
  | _, _ => 0

/-- The sum of the signed valences along a walk through the bond graph. -/
def walkSum (s : C → A → ℝ) : {x y : C ⊕ A} → (bondGraph B).Walk x y → ℝ
  | _, _, .nil => 0
  | x, _, .cons (v := y) _ p => signedValence s x y + walkSum s p

/-- Traversing a bond backwards changes the sign of its contribution. -/
theorem signedValence_swap (s : C → A → ℝ) (x y : C ⊕ A) :
    signedValence s y x = -signedValence s x y := by
  rcases x with i | j <;> rcases y with k | l <;> simp [signedValence]

/-- If the signed sum vanishes on every ring, it vanishes on a path closed by
one bond. -/
theorem closing_bond
    (hr : ∀ (x : C ⊕ A) (p : (bondGraph B).Walk x x), p.IsCycle → walkSum s p = 0)
    {x y : C ⊕ A} (h : (bondGraph B).Adj x y) (q : (bondGraph B).Walk y x)
    (hq : q.IsPath) : signedValence s x y + walkSum s q = 0 := by
  by_cases he : s(x, y) ∈ q.edges
  · -- the path can only be the closing bond itself, run backwards
    cases q with
    | nil => exact (h.ne rfl).elim
    | cons h' q' =>
      rw [Walk.cons_isPath_iff] at hq
      rw [Walk.edges_cons, List.mem_cons] at he
      rcases he with he | he
      · rcases Sym2.eq_iff.1 he with ⟨hxy, _⟩ | ⟨hxz, _⟩
        · exact (h.ne hxy).elim
        · subst hxz
          have hn := (Walk.isPath_iff_eq_nil q').1 hq.1
          subst hn
          simp only [walkSum]
          rw [signedValence_swap s x y]
          ring
      · exact (hq.2 (q'.snd_mem_support_of_mem_edges he)).elim
  · exact hr x (Walk.cons h q) ((Walk.cons_isCycle_iff q h).2 ⟨hq, he⟩)

end BondValenceLoopRule
```

Compiling this gives:

```
Main.lean:47:22: warning: `SimpleGraph.Walk.isPath_iff_eq_nil` has been deprecated: Use `SimpleGraph.Walk.isPath_iff_nil` instead

Note: The updated constant has a different type:
  ∀ {V : Type u} {G : SimpleGraph V} {u : V} {p : G.Walk u u}, p.IsPath ↔ p.Nil
instead of
  ∀ {V : Type u} {G : SimpleGraph V} {u : V} {p : G.Walk u u}, p.IsPath ↔ p = Walk.nil
Main.lean:47:22: error: Function expected at
  Walk.isPath_iff_eq_nil
but this term has type
  Walk.IsPath ?m.249 ↔ ?m.249 = Walk.nil

Note: Expected a function because this term is being applied to the argument
  q'
```

Cause. The error lies in the case where the path uses the closing bond. There the remainder `q'` is a path that starts and ends at the same ion, so it must be empty. The lemma `Walk.isPath_iff_eq_nil` says this, but it takes the walk as an implicit argument. Written without arguments it is already an equivalence, which is not a function, so Lean cannot apply it to `q'`.

The repair no longer passes `q'`; Lean infers the walk from `hq.1`, the proof that `q'` is a path. That is what cures the error.

The warning is a separate matter: the lemma is deprecated, though still available. Its replacement, `Walk.isPath_iff_nil`, concludes `q'.Nil` and not the equation `q' = Walk.nil`. The next line, `subst hn`, needs an equation, so `Walk.eq_nil_iff_nil.2` converts the one into the other. The change of lemma removes the warning, and the conversion is needed only because of that change.

Fix (accepted with no message):

```diff
@@ -45,5 +45,5 @@
         · exact (h.ne hxy).elim
         · subst hxz
-          have hn := (Walk.isPath_iff_eq_nil q').1 hq.1
+          have hn := Walk.eq_nil_iff_nil.2 (Walk.isPath_iff_nil.1 hq.1)
           subst hn
           simp only [walkSum]
```
